# Counting two-row standard Young tableaux by ballot sequences

Couple \(N\) electrons in singly occupied orbitals, one after another, to total spin \(S\). Each new electron raises or lowers the intermediate spin by \(1/2\), and that spin can never become negative. How many coupling routes are there?

Write \(a=N/2+S\) for the number of up steps and \(b=N/2-S\) for the number of down steps. A route is then a ballot sequence: a word of up and down steps whose partial sums, here twice the intermediate spin, are never negative. For \(b\le a\), the number \(f\) of such sequences satisfies

\[
(a+1)\,f=(a-b+1)\binom{a+b}{b}.
\]

The same \(f\) counts standard Young tableaux with rows of length \(a\) and \(b\): fillings with the numbers \(0,\dots,a+b-1\), each used once, that increase along rows and down columns.

## Sizing a spin-adapted basis

For a fixed orbital configuration with \(N\) singly occupied orbitals, \(f\) is the number of linearly independent spin eigenfunctions with total spin \(S\) and a given allowed spin projection. It is therefore the number of basis functions that this configuration contributes to a configuration-interaction expansion in such eigenfunctions. Four electrons give \(f=2\) for the singlet (\(a=b=2\)) and \(f=3\) for the triplet (\(a=3,\ b=1\)).

In integer arithmetic, multiply before dividing by \(a+1\): for the singlet, `1/3` truncates to zero, whereas `(1*6)/3` gives 2. The intermediate product must also fit the integer type.

## From columns to heights to the count

Number cells and entries from 0. Let \(T_1(i)\) and \(T_2(j)\) be the entries in the first and second rows, and let step \(k\) go up if entry \(k\) lies in the first row. The height after \(k\) steps is

\[
h_k=\#\{i:T_1(i)<k\}-\#\{j:T_2(j)<k\}.
\]

Suppose both rows increase. If the columns increase too, every \(T_2(j)<k\) has \(T_1(j)<T_2(j)<k\) above it, so \(h_k\ge0\). If instead \(T_2(j)<T_1(j)\) for some \(j\), take \(k=T_2(j)+1\). At least \(j+1\) second-row entries and at most \(j\) first-row entries lie below \(k\), so \(h_k\le-1\).

Conversely, a ballot sequence determines its tableau: list the up positions in the first row and the down positions in the second, in increasing order. This gives the bijection.

Let \(B(c,d)\) count ballot sequences with \(c\) up and \(d\) down steps. For \(d\le m\), removing the last step gives

\[
B(m+1,d+1)=B(m,d+1)+B(m+1,d),
\]

because the final height \(m-d\) is nonnegative anyway. The boundary values are \(B(c,0)=1\) and \(B(c,c+1)=0\).

Assume the formula for shorter words and set \(n=m+d+1\):

\[
(m+1)B(m,d+1)=(m-d)\binom n{d+1},\qquad
(m+2)B(m+1,d)=(m+2-d)\binom nd.
\]

Multiply the recurrence by \((m+1)(m+2)\), insert these, and subtract the desired right-hand side, \((m+1)(m+1-d)\left[\binom n{d+1}+\binom nd\right]\). What remains is

\[
(m+1)\binom nd-(d+1)\binom n{d+1}=0,
\]

which is the ratio rule for neighbouring binomials. The induction is complete.

## The Lean file

```lean
import Mathlib

open scoped Finset

namespace TwoRowTableaux

/-- The height after `k` steps: the partial sum of a word in which `true` is a step up (`+1`)
and `false` a step down (`-1`). -/
def height {N : ℕ} (w : Fin N → Bool) (k : ℕ) : ℤ :=
  ∑ i : Fin N, if (i : ℕ) < k then (if w i = true then 1 else -1) else 0

/-- The ballot sequences of length `N` with `a` steps up and `b` steps down: no partial sum
is negative. -/
def ballots (N a b : ℕ) : Set (Fin N → Bool) :=
  {w | #{i : Fin N | w i = true} = a ∧ #{i : Fin N | w i = false} = b ∧
    ∀ k ≤ N, 0 ≤ height w k}

/-- The word `w` followed by one more step `x`. -/
def addStep {N : ℕ} (w : Fin N → Bool) (x : Bool) : Fin (N + 1) → Bool :=
  Fin.snoc (α := fun _ => Bool) w x

/-- The standard fillings of two rows of `a` and `b` cells with `a + b` entries, each used once:
entries increase along both rows and down every column. -/
def standardTableaux (a b : ℕ) : Set (Fin a ⊕ Fin b ≃ Fin (a + b)) :=
  {T | StrictMono (fun i => T (.inl i)) ∧ StrictMono (fun j => T (.inr j)) ∧
    ∀ (i : Fin a) (j : Fin b), (i : ℕ) = j → T (.inl i) < T (.inr j)}

/-- The word of a filling: step `k` goes up if the entry `k` lies in the first row, and down
if it lies in the second. -/
def toWord {a b : ℕ} (T : Fin a ⊕ Fin b ≃ Fin (a + b)) : Fin (a + b) → Bool :=
  fun k => (T.symm k).isLeft

/-- The final height is the number of steps up minus the number of steps down. -/
theorem height_end {N : ℕ} (w : Fin N → Bool) :
    height w N = (#{i : Fin N | w i = true} : ℤ) - #{i : Fin N | w i = false} := by
  unfold height
  rw [Finset.card_filter, Finset.card_filter]
  push_cast
  rw [← Finset.sum_sub_distrib]
  refine Finset.sum_congr rfl fun i _ => ?_
  cases h : w i <;> simp

/-- If the final height stays nonnegative, a word with one added step is a ballot sequence
exactly when the word before that step is one. -/
theorem addStep_mem {N a b : ℕ} (w : Fin N → Bool) (x : Bool)
    (h : b + (if x = false then 1 else 0) ≤ a + (if x = true then 1 else 0)) :
    addStep w x ∈ ballots (N + 1) (a + if x = true then 1 else 0)
      (b + if x = false then 1 else 0) ↔ w ∈ ballots N a b := by
  have hc : ∀ v : Bool, #{i : Fin (N + 1) | addStep w x i = v}
      = #{i : Fin N | w i = v} + if x = v then 1 else 0 := by
    intro v
    rw [Finset.card_filter, Finset.card_filter, Fin.sum_univ_castSucc]
    simp only [addStep, Fin.snoc_castSucc, Fin.snoc_last]
  -- the earlier heights do not notice the new step
  have hh : ∀ k ≤ N, height (addStep w x) k = height w k := by
    intro k hk
    unfold height
    rw [Fin.sum_univ_castSucc]
    simp [addStep, not_lt.mpr hk]
  constructor
  · rintro ⟨hu, hd, hk⟩
    rw [hc] at hu hd
    refine ⟨Nat.add_right_cancel hu, Nat.add_right_cancel hd, fun k hk' => ?_⟩
    rw [← hh k hk']
    exact hk k (by omega)
  · rintro ⟨hu, hd, hk⟩
    refine ⟨by rw [hc, hu], by rw [hc, hd], fun k hk' => ?_⟩
    rcases Nat.lt_or_ge N k with hN | hN
    · obtain rfl : k = N + 1 := by omega
      rw [height_end, hc, hc, hu, hd]
      exact sub_nonneg.mpr (by exact_mod_cast h)
    · rw [hh k hN]
      exact hk k hN

/-- Branching rule: for `b ≤ a`, the ballot sequences with `a + 1` steps up and `b + 1` steps
down are counted by whether the last step goes up or down. -/
theorem branching {N a b : ℕ} (h : b ≤ a) :
    (ballots (N + 1) (a + 1) (b + 1)).ncard
      = (ballots N a (b + 1)).ncard + (ballots N (a + 1) b).ncard := by
  have hup : ∀ v : Fin N → Bool, addStep v true ∈ ballots (N + 1) (a + 1) (b + 1) ↔
      v ∈ ballots N a (b + 1) := fun v => by
    simpa using addStep_mem (a := a) (b := b + 1) v true (by simpa using h)
  have hdown : ∀ v : Fin N → Bool, addStep v false ∈ ballots (N + 1) (a + 1) (b + 1) ↔
      v ∈ ballots N (a + 1) b := fun v => by
    simpa using addStep_mem (a := a + 1) (b := b) v false (by simpa using h)
  have hinj : ∀ x, Function.Injective (fun v : Fin N → Bool => addStep v x) :=
    fun x v v' e => funext fun i => by simpa [addStep] using congrFun e i.castSucc
  have hset : ballots (N + 1) (a + 1) (b + 1)
      = (fun v => addStep v true) '' ballots N a (b + 1) ∪
        (fun v => addStep v false) '' ballots N (a + 1) b := by
    ext w
    constructor
    · intro hw
      have e : addStep (fun i => w i.castSucc) (w (Fin.last N)) = w := Fin.snoc_init_self w
      cases hx : w (Fin.last N) with
      | true =>
        rw [hx] at e
        exact Or.inl ⟨_, (hup _).1 (e.symm ▸ hw), e⟩
      | false =>
        rw [hx] at e
        exact Or.inr ⟨_, (hdown _).1 (e.symm ▸ hw), e⟩
    · rintro (⟨v, hv, rfl⟩ | ⟨v, hv, rfl⟩)
      · exact (hup v).2 hv
      · exact (hdown v).2 hv
  rw [hset, Set.ncard_union_eq ?_ (Set.toFinite _) (Set.toFinite _),
    Set.ncard_image_of_injective _ (hinj true), Set.ncard_image_of_injective _ (hinj false)]
  refine Set.disjoint_left.2 ?_
  rintro _ ⟨v, _, rfl⟩ ⟨v', _, e⟩
  have := congrFun e (Fin.last N)
  simp [addStep] at this

/-- The height of a filling's word after `k` steps is the number of the first `k` entries in the
first row minus the number of them in the second row. -/
theorem height_toWord {a b : ℕ} (T : Fin a ⊕ Fin b ≃ Fin (a + b)) (k : ℕ) :
    height (toWord T) k = (#{i : Fin a | (T (.inl i) : ℕ) < k} : ℤ)
      - #{j : Fin b | (T (.inr j) : ℕ) < k} := by
  unfold height toWord
  rw [← Equiv.sum_comp T, Fintype.sum_sum_type, Finset.card_filter, Finset.card_filter]
  push_cast
  rw [sub_eq_add_neg, ← Finset.sum_neg_distrib]
  refine congrArg₂ (· + ·) (Finset.sum_congr rfl fun i _ => ?_)
    (Finset.sum_congr rfl fun j _ => ?_)
  · by_cases h : (T (.inl i) : ℕ) < k <;> simp [h]
  · by_cases h : (T (.inr j) : ℕ) < k <;> simp [h]

/-- For `b ≤ a` and increasing rows, all columns increase exactly when no partial sum of the
word is negative. -/
theorem columns_iff {a b : ℕ} (hba : b ≤ a) (T : Fin a ⊕ Fin b ≃ Fin (a + b))
    (h1 : StrictMono (fun i => T (.inl i))) (h2 : StrictMono (fun j => T (.inr j))) :
    (∀ (i : Fin a) (j : Fin b), (i : ℕ) = j → T (.inl i) < T (.inr j)) ↔
      ∀ k ≤ a + b, 0 ≤ height (toWord T) k := by
  constructor
  · intro hcol k _
    rw [height_toWord, sub_nonneg, Nat.cast_le]
    -- the cell above each small second-row entry holds a small first-row entry
    refine Finset.card_le_card_of_injOn (Fin.castLE hba) ?_ (Fin.castLE_injective hba).injOn
    intro j hj
    have hj' : (T (.inr j) : ℕ) < k := by simpa using hj
    have hlt : (T (.inl (Fin.castLE hba j)) : ℕ) < T (.inr j) := hcol _ j rfl
    simpa using hlt.trans hj'
  · intro hk i j hij
    by_contra hn
    have hlt : T (.inr j) < T (.inl i) :=
      lt_of_le_of_ne (not_lt.mp hn) (T.injective.ne (by simp))
    -- a violated column makes the height negative right after its lower entry
    have hpos := hk ((T (.inr j) : ℕ) + 1) (T (.inr j)).isLt
    rw [height_toWord, sub_nonneg, Nat.cast_le] at hpos
    have hd : #(Finset.Iic j) ≤ #{j' : Fin b | (T (.inr j') : ℕ) < (T (.inr j) : ℕ) + 1} := by
      refine Finset.card_le_card fun j' hj' => ?_
      have : T (.inr j') ≤ T (.inr j) := h2.monotone (Finset.mem_Iic.1 hj')
      exact Finset.mem_filter.2 ⟨Finset.mem_univ _, Nat.lt_succ_of_le this⟩
    have hu : #{i' : Fin a | (T (.inl i') : ℕ) < (T (.inr j) : ℕ) + 1} ≤ #(Finset.Iio i) := by
      refine Finset.card_le_card fun i' hi' => ?_
      have : T (.inl i') ≤ T (.inr j) := Nat.le_of_lt_succ (Finset.mem_filter.1 hi').2
      exact Finset.mem_Iio.2 (h1.lt_iff_lt.1 (this.trans_lt hlt))
    rw [Fin.card_Iic] at hd
    rw [Fin.card_Iio] at hu
    omega

/-- For `b ≤ a`, reading off the row of each entry is a bijection from the standard tableaux
with rows `a` and `b` to the ballot sequences of `a` up and `b` down steps. -/
theorem toWord_bijOn {a b : ℕ} (hba : b ≤ a) :
    Set.BijOn toWord (standardTableaux a b) (ballots (a + b) a b) := by
  refine ⟨?_, ?_, ?_⟩
  · rintro T ⟨h1, h2, h3⟩
    refine ⟨?_, ?_, (columns_iff hba T h1 h2).1 h3⟩ <;>
    · rw [Finset.card_filter, ← Equiv.sum_comp T, Fintype.sum_sum_type]
      simp [toWord]
  · -- an increasing row is determined by its set of entries
    rintro T ⟨h1, h2, _⟩ T' ⟨h1', h2', _⟩ e
    have hl : ∀ S : Fin a ⊕ Fin b ≃ Fin (a + b),
        Set.range (fun i => S (.inl i)) = {k | toWord S k = true} := by
      intro S
      ext k
      obtain ⟨s, rfl⟩ := S.surjective k
      cases s <;> simp [toWord]
    have hr : ∀ S : Fin a ⊕ Fin b ≃ Fin (a + b),
        Set.range (fun j => S (.inr j)) = {k | toWord S k = false} := by
      intro S
      ext k
      obtain ⟨s, rfl⟩ := S.surjective k
      cases s <;> simp [toWord]
    have el := (h1.range_inj h1').1 (by rw [hl, hl, e])
    have er := (h2.range_inj h2').1 (by rw [hr, hr, e])
    ext1 s
    rcases s with i | j
    · exact congrFun el i
    · exact congrFun er j
  · -- list the up positions in the first row and the down positions in the second
    rintro w ⟨hu, hd, hk⟩
    obtain ⟨f, hf⟩ : ∃ f : Fin a ↪o Fin (a + b), ∀ i, w (f i) = true :=
      ⟨Finset.orderEmbOfFin _ hu,
        fun i => (Finset.mem_filter.1 (Finset.orderEmbOfFin_mem _ hu i)).2⟩
    obtain ⟨g, hg⟩ : ∃ g : Fin b ↪o Fin (a + b), ∀ j, w (g j) = false :=
      ⟨Finset.orderEmbOfFin _ hd,
        fun j => (Finset.mem_filter.1 (Finset.orderEmbOfFin_mem _ hd j)).2⟩
    have hinj : Function.Injective (Sum.elim f g) := by
      rintro (i | i) (j | j) h
      · exact congrArg Sum.inl (f.injective h)
      · exact absurd ((hf i).symm.trans ((congrArg w h).trans (hg j))) (by decide)
      · exact absurd ((hg i).symm.trans ((congrArg w h).trans (hf j))) (by decide)
      · exact congrArg Sum.inr (g.injective h)
    obtain ⟨T, hTl, hTr⟩ : ∃ T : Fin a ⊕ Fin b ≃ Fin (a + b),
        (∀ i, T (.inl i) = f i) ∧ ∀ j, T (.inr j) = g j :=
      ⟨Equiv.ofBijective _ ((Fintype.bijective_iff_injective_and_card _).2 ⟨hinj, by simp⟩),
        fun _ => rfl, fun _ => rfl⟩
    have hw : toWord T = w := by
      funext k
      obtain ⟨s, rfl⟩ := T.surjective k
      rcases s with i | j
      · rw [show w (T (.inl i)) = true by rw [hTl, hf]]
        simp [toWord]
      · rw [show w (T (.inr j)) = false by rw [hTr, hg]]
        simp [toWord]
    have h1 : StrictMono (fun i => T (.inl i)) := by
      simp only [hTl]
      exact f.strictMono
    have h2 : StrictMono (fun j => T (.inr j)) := by
      simp only [hTr]
      exact g.strictMono
    exact ⟨T, ⟨h1, h2, (columns_iff hba T h1 h2).2 (by rw [hw]; exact hk)⟩, hw⟩

/-- Ballot formula: for `b ≤ a`, the number of ballot sequences of `a` up and `b` down steps,
times `a + 1`, is `(a - b + 1)` times the binomial coefficient `C(a + b, b)`. -/
theorem card_ballots {a b : ℕ} (hba : b ≤ a) :
    (a + 1) * (ballots (a + b) a b).ncard = (a - b + 1) * (a + b).choose b := by
  have hone : ∀ n, (ballots n n 0).ncard = 1 := by
    intro n
    have : ballots n n 0 = {fun _ => true} := by
      ext w
      rw [Set.mem_singleton_iff]
      constructor
      · rintro ⟨_, hd, _⟩
        funext i
        rw [Finset.card_eq_zero, Finset.filter_eq_empty_iff] at hd
        simpa using hd (Finset.mem_univ i)
      · rintro rfl
        refine ⟨by simp, by simp, fun k _ => ?_⟩
        unfold height
        refine Finset.sum_nonneg fun i _ => ?_
        by_cases h : (i : ℕ) < k <;> simp [h]
    rw [this, Set.ncard_singleton]
  have hzero : ∀ N c, ballots N c (c + 1) = ∅ := by
    intro N c
    refine Set.eq_empty_iff_forall_notMem.2 ?_
    rintro w ⟨hu, hd, hk⟩
    have := hk N le_rfl
    rw [height_end, hu, hd] at this
    push_cast at this
    linarith
  -- induction on the length, including the boundary line `d = c + 1`
  have key : ∀ N c d : ℕ, c + d = N → d ≤ c + 1 →
      ((c : ℤ) + 1) * (ballots N c d).ncard = ((c : ℤ) + 1 - d) * N.choose d := by
    intro N
    induction N with
    | zero =>
      intro c d hcd _
      obtain rfl : c = 0 := by omega
      obtain rfl : d = 0 := by omega
      rw [hone]
      simp
    | succ n ih =>
      intro c d hcd hd
      rcases d with _ | d
      · obtain rfl : c = n + 1 := by omega
        rw [hone]
        simp
      · rcases Nat.lt_or_ge c (d + 1) with h | h
        · obtain rfl : c = d := by omega
          rw [hzero]
          simp
        · obtain ⟨m, rfl⟩ : ∃ m, c = m + 1 := ⟨c - 1, by omega⟩
          have h1 := ih m (d + 1) (by omega) (by omega)
          have h2 := ih (m + 1) d (by omega) (by omega)
          have h3 : (n.choose (d + 1) : ℤ) * (d + 1) = n.choose d * (m + 1) := by
            have := Nat.choose_succ_right_eq n d
            rw [show n - d = m + 1 by omega] at this
            exact_mod_cast this
          rw [branching (by omega), Nat.choose_succ_succ']
          push_cast at h1 h2 ⊢
          apply mul_left_cancel₀ (show (m : ℤ) + 1 ≠ 0 by positivity)
          linear_combination ((m : ℤ) + 2) * h1 + ((m : ℤ) + 1) * h2 - h3
  have := key _ a b rfl (by omega)
  zify [hba]
  linear_combination this

/-- For `b ≤ a`, the number of standard Young tableaux with rows of length `a` and `b`, times
`a + 1`, is `(a - b + 1)` times the binomial coefficient `C(a + b, b)`. -/
theorem card_standardTableaux {a b : ℕ} (hba : b ≤ a) :
    (a + 1) * (standardTableaux a b).ncard = (a - b + 1) * (a + b).choose b := by
  have hB := toWord_bijOn hba
  rw [← card_ballots hba, ← hB.image_eq, Set.InjOn.ncard_image hB.injOn]

end TwoRowTableaux
```

```lean
#print axioms TwoRowTableaux.card_standardTableaux
```

```
'TwoRowTableaux.card_standardTableaux' depends on axioms: [propext, Classical.choice, Quot.sound]
```

## What the theorems cover, and where \(b\le a\) enters

A filling is an equivalence `Fin a ⊕ Fin b ≃ Fin (a + b)`, so every entry is used exactly once. `standardTableaux a b` imposes the row and column conditions; `ballots N a b` fixes both step counts and requires nonnegative heights. In words `true` means up, and `ncard` is the number of elements.

`height_toWord` proves the height formula and `columns_iff` the column criterion. `toWord_bijOn` uses them for the bijection, with `Finset.orderEmbOfFin` listing positions in order. `addStep_mem` and `branching` handle the last step. `card_ballots` runs the induction, where `linear_combination` performs the final cancellation, and `card_standardTableaux` transfers the count through the bijection.

The hypothesis `b ≤ a` matters. For \(a=1,\ b=2\), the filling with rows \((0)\) and \((1,2)\) meets every condition in `standardTableaux`, yet its word ends at height \(-1\). There is one filling and no ballot sequence, and the tableau identity would read \(2=0\), or \(2=3\) with Lean's truncated subtraction.

The theorems concern tableaux and words of any finite length; the link to spin eigenfunctions comes from the addition of angular momenta, which the file does not formalise. Nor does it construct the eigenfunctions or verify a program that enumerates them.
